# Magnetic translations: the $q$-step period and the admissible dimensions

A charged particle hops on a square lattice in a uniform magnetic field with $p/q$ flux quanta per plaquette, $p$ and $q$ coprime. Hopping phases invariant under both bare unit translations would cancel around a plaquette, so for $q>1$ at least one translation has to be combined with a gauge phase to remain a symmetry of the hopping (this motivation is not formalized). The resulting operators $U$ and $V$ satisfy $UV=\omega VU$ with the plaquette phase $\omega=e^{2\pi i p/q}$, the sign of $p$ being set by charge and orientation. The questions are which composite translations commute, and which finite dimensions $N$ can carry such a pair.

In Lean, $U$ and $V$ are complex matrices on a finite index type `n`, with $N$ = `Fintype.card n`. The translation along $(a,b)$ is $T(a,b)=U^aV^b$, in this order and for natural $a,b$ only. There is no Hamiltonian, so nothing is stated about spectra or degeneracies. The counterexamples for missing hypotheses below are paper arguments that Lean has not checked.

```lean
import Mathlib

open Matrix

namespace MagneticTranslations

noncomputable section

variable {n : Type*} [Fintype n] [DecidableEq n]

/-- The magnetic translation along the lattice vector `(a, b)`, built from the elementary
translations `U` and `V` as `U^a V^b`. -/
def magT (U V : Matrix n n ℂ) (a b : ℕ) : Matrix n n ℂ := U ^ a * V ^ b
```

## The relation $UV=\omega VU$

Hypothesis `h` says that every plaquette gives the same phase. It is assumed, not derived from a vector potential. Moving $U$ past one more $V$,
$$UV^{k+1}=\omega^kV^kUV=\omega^{k+1}V^{k+1}U ,$$
which is `h1`, and induction on $a$ gives
$$U^{a+1}V^b=\omega^bU^aV^bU=\omega^{b}\omega^{ab}V^bU^{a+1}.$$
Hence $U^aV^b=\omega^{ab}V^bU^a$. The two `calc` blocks are these two lines.

```lean
/-- If `U V = ω V U`, exchanging `a` steps of `U` with `b` steps of `V` gives the
phase `ω^(a b)`. -/
theorem pow_mul_pow {U V : Matrix n n ℂ} {ω : ℂ} (h : U * V = ω • (V * U)) (a b : ℕ) :
    U ^ a * V ^ b = ω ^ (a * b) • (V ^ b * U ^ a) := by
  -- one step of `U` past `k` steps of `V`
  have h1 : ∀ k : ℕ, U * V ^ k = ω ^ k • (V ^ k * U) := by
    intro k
    induction k with
    | zero => simp
    | succ k ih =>
      rw [pow_succ V, pow_succ ω]
      calc U * (V ^ k * V) = (U * V ^ k) * V := by rw [mul_assoc]
        _ = ω ^ k • (V ^ k * (U * V)) := by rw [ih, smul_mul_assoc, mul_assoc]
        _ = (ω ^ k * ω) • (V ^ k * V * U) := by
          rw [h]
          simp only [mul_assoc, mul_smul_comm, smul_smul]
  induction a with
  | zero => simp
  | succ a ih =>
    have hp : ω ^ ((a + 1) * b) = ω ^ b * ω ^ (a * b) := by ring
    rw [pow_succ U, hp]
    calc U ^ a * U * V ^ b = U ^ a * (U * V ^ b) := by rw [mul_assoc]
      _ = ω ^ b • (U ^ a * V ^ b * U) := by rw [h1, mul_smul_comm, mul_assoc]
      _ = (ω ^ b * ω ^ (a * b)) • (V ^ b * (U ^ a * U)) := by
        rw [ih]
        simp only [mul_assoc, smul_mul_assoc, smul_smul]
```

In $T(a,b)T(c,d)=U^aV^bU^cV^d$, with $c,d$ natural, the middle factor obeys $\omega^{bc}V^bU^c=U^cV^b$, so
$$\omega^{bc}\,T(a,b)T(c,d)=T(a+c,b+d).$$
`magT_mul` keeps the phase on the left, so no inverse of $\omega$ is needed. Both results use `h` alone; without it nothing links the two orders of a product.

```lean
/-- Magnetic translations compose up to a phase:
`ω^(b c) T(a,b) T(c,d) = T(a+c, b+d)`. -/
theorem magT_mul {U V : Matrix n n ℂ} {ω : ℂ} (h : U * V = ω • (V * U)) (a b c d : ℕ) :
    ω ^ (b * c) • (magT U V a b * magT U V c d) = magT U V (a + c) (b + d) := by
  unfold magT
  calc ω ^ (b * c) • (U ^ a * V ^ b * (U ^ c * V ^ d))
      = U ^ a * (ω ^ (c * b) • (V ^ b * U ^ c)) * V ^ d := by
        rw [Nat.mul_comm b c]
        simp only [mul_assoc, smul_mul_assoc, mul_smul_comm]
    _ = U ^ a * (U ^ c * V ^ b) * V ^ d := by rw [← pow_mul_pow h]
    _ = U ^ (a + c) * V ^ (b + d) := by simp only [pow_add, mul_assoc]
```

## Invertibility

A translation can be undone; `hU` and `hV` state $\det U\neq0$ and $\det V\neq0$, which is weaker than unitarity. Determinants of the relation give $\det U\det V=\omega^N\det V\det U$, and cancelling yields $\omega^N=1$. In `phase_pow_card`, `det_smul` produces $\omega^N$ and `mul_right_cancel₀` cancels. Invertibility returns in `hdet` below. Without it, $U=V=0$ obeys the relation for any $\omega$ and any $N$.

```lean
/-- For invertible `U`, `V` with `U V = ω V U`, the phase raised to the dimension of the
space equals one. -/
theorem phase_pow_card {U V : Matrix n n ℂ} {ω : ℂ} (hU : U.det ≠ 0) (hV : V.det ≠ 0)
    (h : U * V = ω • (V * U)) : ω ^ Fintype.card n = 1 := by
  -- take determinants of the commutation relation
  have hd := congrArg Matrix.det h
  rw [det_smul, det_mul, det_mul] at hd
  apply mul_right_cancel₀ (mul_ne_zero hV hU)
  linear_combination -hd
```

## Primitivity and a nonzero space

`IsPrimitiveRoot ω q` means $\omega^q=1$ and that $\omega^l=1$ for natural $l$ forces $q\mid l$: the flux fraction is in lowest terms. `[Nonempty n]` means $N\ge1$.

Applying the composition law in both orders,
$$\omega^{bc}\,T(a,b)T(c,d)=T(a+c,b+d)=\omega^{da}\,T(c,d)T(a,b),$$
which is `hkey`. If the translations commute, with common product $M$, then $(\omega^{da}-\omega^{bc})M=0$. Since $\det M\neq0$ and $N\ge1$, the matrix $M$ is nonzero and $\omega^{da}=\omega^{bc}$. In Lean, unequal phases would make row `i` of $M$ vanish, contradicting `hdet`; the index `i` comes from `Nonempty`. Conversely, equal phases cancel because $\omega\neq0$, and `hne` obtains this from $\omega^N=1$ with $N\ge1$. Primitivity enters in `hpow`, which turns $\omega^{da}=\omega^{bc}$ into $q\mid ad-bc$. So `magT_commute_iff` states that $T(a,b)$ and $T(c,d)$ commute exactly when $q$ divides the signed area $ad-bc$, computed in $\mathbb Z$.

```lean
/-- For invertible `U`, `V` on a nonzero space with `U V = ω V U` and `ω` a primitive `q`-th
root of unity, `T(a,b)` and `T(c,d)` commute exactly when `q` divides the signed area
`a d - b c` of the cell spanned by the two lattice vectors. -/
theorem magT_commute_iff [Nonempty n] {U V : Matrix n n ℂ} {ω : ℂ} {q : ℕ}
    (hU : U.det ≠ 0) (hV : V.det ≠ 0) (hω : IsPrimitiveRoot ω q)
    (h : U * V = ω • (V * U)) (a b c d : ℕ) :
    magT U V a b * magT U V c d = magT U V c d * magT U V a b ↔
      (q : ℤ) ∣ (a : ℤ) * d - (b : ℤ) * c := by
  have hne : ω ≠ 0 := by
    intro h0
    have h1 := phase_pow_card hU hV h
    rw [h0, zero_pow Fintype.card_ne_zero] at h1
    exact zero_ne_one h1
  have hpow : ∀ x y : ℕ, ω ^ x = ω ^ y ↔ (q : ℤ) ∣ (x : ℤ) - (y : ℤ) := by
    intro x y
    rw [← hω.zpow_eq_one_iff_dvd, zpow_sub₀ hne, div_eq_one_iff_eq (zpow_ne_zero _ hne),
      zpow_natCast, zpow_natCast]
  have hcast : (a : ℤ) * d - (b : ℤ) * c = ((d * a : ℕ) : ℤ) - ((b * c : ℕ) : ℤ) := by
    push_cast
    ring
  -- both orders are phase multiples of the same translation
  have hkey : ω ^ (b * c) • (magT U V a b * magT U V c d)
      = ω ^ (d * a) • (magT U V c d * magT U V a b) := by
    rw [magT_mul h, magT_mul h, Nat.add_comm a c, Nat.add_comm b d]
  rw [hcast, ← hpow]
  constructor
  · intro hc
    rw [← hc] at hkey
    have hdet : (magT U V a b * magT U V c d).det ≠ 0 := by
      simp only [magT, det_mul, det_pow]
      exact mul_ne_zero (mul_ne_zero (pow_ne_zero _ hU) (pow_ne_zero _ hV))
        (mul_ne_zero (pow_ne_zero _ hU) (pow_ne_zero _ hV))
    by_contra hcd
    obtain ⟨i⟩ := ‹Nonempty n›
    refine hdet (det_eq_zero_of_row_eq_zero i fun j => ?_)
    have hij := congrFun (congrFun hkey i) j
    simp only [Matrix.smul_apply, smul_eq_mul] at hij
    apply mul_left_cancel₀ (sub_ne_zero.mpr hcd)
    linear_combination -hij
  · intro hc
    rw [hc] at hkey
    ext i j
    have hij := congrFun (congrFun hkey i) j
    simp only [Matrix.smul_apply, smul_eq_mul] at hij
    exact mul_left_cancel₀ (pow_ne_zero _ hne) hij
```

For the vectors $(a,0)$ and $(0,1)$ the area is $a$, which gives `hall`: $U^a$ commutes with $V$ exactly when $q\mid a$. The case $a=q$ gives $U^qV=VU^q$, and primitivity applied to $\omega^N=1$ gives $q\mid N$. These are the three claims of `magnetic_unit_cell`, and they make $q$ the smallest positive period. Lean's definition admits $q=0$, a phase of infinite order such as irrational flux produces; then $q\mid N$ contradicts $N\ge1$, so no invertible pair on a nonzero finite-dimensional space has that phase.

With only $\omega^q=1$, take $\omega=1$, $q=2$, $N=1$, $U=V=1$: then $q\nmid N$ and $U$ already commutes with $V$, although $U^qV=VU^q$ survives. For $N=0$ all matrices coincide and have determinant one, so everything commutes and the "only if" directions fail unless $q=1$.

```lean
/-- For invertible `U`, `V` on a nonzero space with `U V = ω V U` and `ω` a primitive `q`-th
root of unity: `q` divides the dimension, `U^q` commutes with `V`, and `U^a` commutes with `V`
exactly when `a` is a multiple of `q`. -/
theorem magnetic_unit_cell [Nonempty n] {U V : Matrix n n ℂ} {ω : ℂ} {q : ℕ}
    (hU : U.det ≠ 0) (hV : V.det ≠ 0) (hω : IsPrimitiveRoot ω q)
    (h : U * V = ω • (V * U)) :
    q ∣ Fintype.card n ∧ U ^ q * V = V * U ^ q ∧
      ∀ a : ℕ, U ^ a * V = V * U ^ a ↔ q ∣ a := by
  have hall : ∀ a : ℕ, U ^ a * V = V * U ^ a ↔ q ∣ a := by
    intro a
    have h1 := magT_commute_iff hU hV hω h a 0 0 1
    simpa [magT, Int.natCast_dvd_natCast] using h1
  exact ⟨hω.dvd_of_pow_eq_one _ (phase_pow_card hU hV h), (hall q).2 dvd_rfl, hall⟩
```

For a single particle at rational flux in a finite lattice model whose boundary conditions admit both $U$ and $V$, this identifies the $q\times1$ supercell as the shortest cell of the shape $a\times1$ whose translations commute.

## The condition $q\ge1$ and the converse

For a natural number $m$ of copies, take basis states $|j,\mu\rangle$ with $j\in\{0,\dots,q-1\}$ cyclic (`ZMod q`) and $\mu\in\{0,\dots,m-1\}$ (`Fin m`). The clock is $C|j,\mu\rangle=\omega^j|j,\mu\rangle$ and the shift is $S|j,\mu\rangle=|j+1,\mu\rangle$.

```lean
/-- The clock matrix on `q` cyclic sites with `m` copies: site `j` gets the phase `ω^j`. -/
def clock (q m : ℕ) (ω : ℂ) : Matrix (ZMod q × Fin m) (ZMod q × Fin m) ℂ :=
  diagonal fun p => ω ^ p.1.val

/-- The shift matrix on `q` cyclic sites with `m` copies: site `j` is moved to `j + 1`
within the same copy. -/
def shift (q m : ℕ) : Matrix (ZMod q × Fin m) (ZMod q × Fin m) ℂ :=
  Matrix.of fun p r => if p = (r.1 + 1, r.2) then 1 else 0
```

`[NeZero q]` means $q\ge1$ and makes the ring of sites finite; `ZMod 0` is $\mathbb Z$, on which this construction has no determinant. Then
$$CS|j,\mu\rangle=\omega^{(j+1)\bmod q}|j+1,\mu\rangle,\qquad \omega SC|j,\mu\rangle=\omega^{j+1}|j+1,\mu\rangle .$$
The phases agree across the boundary $j=q-1$ because $\omega^q=1$, which is `hstep`. Primitivity is not used here. The determinant of $C$ is a product of powers of $\omega$, nonzero since $\omega^q=1$ with $q\ge1$, and $S^{T}S=1$ (`hinv`) gives $\det S\neq0$.

```lean
/-- For `ω^q = 1` the clock and shift matrices are invertible and satisfy
`clock * shift = ω shift * clock`. -/
theorem clock_shift_witness (q m : ℕ) [NeZero q] {ω : ℂ} (hω : ω ^ q = 1) :
    (clock q m ω).det ≠ 0 ∧ (shift q m).det ≠ 0 ∧
      clock q m ω * shift q m = ω • (shift q m * clock q m ω) := by
  have hne : ω ≠ 0 := by
    intro h0
    rw [h0, zero_pow (NeZero.ne q)] at hω
    exact zero_ne_one hω
  refine ⟨?_, ?_, ?_⟩
  · rw [clock, det_diagonal]
    exact Finset.prod_ne_zero_iff.mpr fun p _ => pow_ne_zero _ hne
  · -- the transpose is a left inverse of the shift
    have hinv : (shift q m)ᵀ * shift q m = 1 := by
      ext r s
      simp only [shift, mul_apply, transpose_apply, of_apply, one_apply]
      rw [Finset.sum_eq_single (r.1 + 1, r.2)]
      · by_cases hrs : r = s
        · simp [hrs]
        · have hn : (r.1 + 1, r.2) ≠ (s.1 + 1, s.2) := fun e =>
            hrs (Prod.ext (add_right_cancel (Prod.mk.inj e).1) (Prod.mk.inj e).2)
          rw [if_neg hn, if_neg hrs, mul_zero]
      · intro p _ hp
        rw [if_neg hp, zero_mul]
      · simp
    intro h0
    have hd := congrArg Matrix.det hinv
    rw [det_mul, h0, mul_zero, det_one] at hd
    exact zero_ne_one hd
  · -- the clock phase advances by `ω`, also across the cyclic boundary
    have hstep : ∀ j : ZMod q, ω ^ (j + 1).val = ω * ω ^ j.val := by
      intro j
      rw [ZMod.val_add, ZMod.val_one_eq_one_mod, Nat.add_mod_mod, ← pow_eq_pow_mod _ hω,
        pow_succ']
    ext p r
    simp only [clock, shift, diagonal_mul, mul_diagonal, Matrix.smul_apply, of_apply,
      smul_eq_mul]
    by_cases hp : p = (r.1 + 1, r.2)
    · rw [if_pos hp, hp, mul_one, one_mul]
      exact hstep r.1
    · rw [if_neg hp]
      ring
```

`exists_pair_iff_dvd` states that for primitive $\omega$ and $q\ge1$ an invertible $N\times N$ pair with $UV=\omega VU$ exists exactly when $q\mid N$, including $N=0$. The forward direction is the determinant argument with primitivity. For $N=qm$, a bijection `e` relabels the $qm$ states by `Fin (q * m)`, which preserves determinants and products. The theorem gives existence; it does not classify all pairs of a given dimension.

```lean
/-- For `ω` a primitive `q`-th root of unity with `q ≥ 1`, invertible `N × N` matrices with
`U V = ω V U` exist exactly when `q` divides `N`. -/
theorem exists_pair_iff_dvd (q N : ℕ) [NeZero q] {ω : ℂ} (hω : IsPrimitiveRoot ω q) :
    (∃ U V : Matrix (Fin N) (Fin N) ℂ, U.det ≠ 0 ∧ V.det ≠ 0 ∧ U * V = ω • (V * U)) ↔
      q ∣ N := by
  constructor
  · rintro ⟨U, V, hU, hV, h⟩
    have h1 := phase_pow_card hU hV h
    rw [Fintype.card_fin] at h1
    exact hω.dvd_of_pow_eq_one _ h1
  · rintro ⟨m, rfl⟩
    obtain ⟨hC, hS, h⟩ := clock_shift_witness q m hω.pow_eq_one
    -- relabel the sites of the clock and shift pair
    have e : ZMod q × Fin m ≃ Fin (q * m) :=
      Fintype.equivFinOfCardEq (by simp [ZMod.card])
    refine ⟨(clock q m ω).submatrix e.symm e.symm, (shift q m).submatrix e.symm e.symm,
      ?_, ?_, ?_⟩
    · rwa [det_submatrix_equiv_self]
    · rwa [det_submatrix_equiv_self]
    · rw [submatrix_mul_equiv, submatrix_mul_equiv, h]
      rfl

end

end MagneticTranslations
```

```lean
#print axioms MagneticTranslations.magnetic_unit_cell
-- 'MagneticTranslations.magnetic_unit_cell' depends on axioms: [propext, Classical.choice, Quot.sound]
#print axioms MagneticTranslations.exists_pair_iff_dvd
-- 'MagneticTranslations.exists_pair_iff_dvd' depends on axioms: [propext, Classical.choice, Quot.sound]
```
